# Equipartition error for one-phonon acoustic scattering in a parabolic band

In a mobility calculation, the rates for absorbing and emitting an acoustic phonon carry the factors $N$ and $N+1$, where $N$ is the Bose occupation. If the phonon energy is neglected in the energy balance, the two rates add up to a factor $2(N+\tfrac12)$, which the equipartition approximation replaces by $2T/(s\|q\|)$. Here $T$ is the lattice temperature, $s$ the sound velocity and $q$ the momentum gained by the electron, with $\hbar=k_B=1$. For deformation-potential coupling, whose squared matrix element is proportional to $\|q\|$, this replacement removes the $q$-dependence of the product.

For one-phonon events in an isotropic parabolic band, replacing $N+\tfrac12$ by $T/(s\|q\|)$ gives too small a value, by less than $(\sqrt{2ms^2E}+ms^2)/(6T)$, where $m>0$ is the effective mass and $E=\|k\|^2/2m$ the initial energy at wave vector $k$. This concerns the symmetrised factor: $N$ alone differs from $T/(s\|q\|)$ by about $-\tfrac12$ at high temperature.

## Positive mass and sound velocity

In Lean 4 with Mathlib:

```lean
import Mathlib

open Real

namespace AcousticPhononScattering

noncomputable section

variable {V : Type*} [NormedAddCommGroup V]
```

The definitions fix a parabolic electron band and a linear, isotropic phonon dispersion. `Absorbs` and `Emits` are energy balances for $k\to k+q$; in emission the phonon carries $-q$. `bose` is the equilibrium occupation at $x=s\|q\|/T$.

```lean
/-- Kinetic energy `‖k‖² / 2m` of an electron with wave vector `k` and mass `m ≠ 0` (`ħ = 1`). -/
def energy (m : ℝ) (k : V) : ℝ := ‖k‖ ^ 2 / (2 * m)

/-- Energy balance when the electron goes from `k` to `k + q` by absorbing an acoustic phonon
of energy `s‖q‖`. -/
def Absorbs (m s : ℝ) (k q : V) : Prop := energy m (k + q) = energy m k + s * ‖q‖

/-- Energy balance when the electron goes from `k` to `k + q` by emitting an acoustic phonon
of wave vector `-q` and energy `s‖q‖`. -/
def Emits (m s : ℝ) (k q : V) : Prop := energy m (k + q) = energy m k - s * ‖q‖

/-- Bose occupation `1 / (eˣ - 1)` of a mode with energy `x ≠ 0` in units of temperature. -/
def bose (x : ℝ) : ℝ := 1 / (exp x - 1)
```

The condition $m>0$ describes a band minimum. Clearing the denominator $2m$ in the energy balance needs only $m\ne0$; the positive sign makes absorption the less restrictive case. For $m<0$ the roles swap, and emission can exceed the stated bound.

With $s\ge0$ as well, $2ms^2E=(s\|k\|)^2$ gives $\sqrt{2ms^2E}=s\|k\|$. The proof obtains the square with `field_simp` and then takes the root.

```lean
/-- For `m > 0` and `s ≥ 0`, the energy scale `√(2ms²E)` equals `s‖k‖`. -/
theorem sqrt_energy {m s : ℝ} (hm : 0 < m) (hs : 0 ≤ s) (k : V) :
    √(2 * m * s ^ 2 * energy m k) = s * ‖k‖ := by
  have h : 2 * m * s ^ 2 * energy m k = (s * ‖k‖) ^ 2 := by
    unfold energy
    field_simp
  rw [h, Real.sqrt_sq (by positivity)]
```

## Energy conservation with nonzero momentum transfer

Let the electron gain energy $c\|q\|$, with $c=s$ for absorption and $c=-s$ for emission. Multiplying the balance by $2m$ and expanding the square gives

$$\|k\|^2+2\langle k,q\rangle+\|q\|^2=\|k\|^2+2mc\|q\|.$$

Cauchy–Schwarz, $-\langle k,q\rangle\le\|k\|\|q\|$, then yields

$$\|q\|^2\le(2\|k\|+2mc)\|q\|.$$

Dividing by $\|q\|$ requires $q\ne0$. At $q=0$ the balance holds trivially, but the divided inequality fails for emission when $\|k\|<ms$. In the proof, `nlinarith` assembles the product inequality and `le_of_mul_le_mul_right` cancels $\|q\|$. The space is a real inner-product space of any dimension; the reverse triangle inequality would give the same bound in a normed space.

```lean
variable [InnerProductSpace ℝ V]

/-- If an electron of mass `m > 0` gains momentum `q ≠ 0` and energy `c‖q‖`, with `c` of either
sign, then `‖q‖ ≤ 2‖k‖ + 2mc`. -/
theorem momentum_transfer_le {m c : ℝ} (hm : 0 < m) {k q : V} (hq : q ≠ 0)
    (h : energy m (k + q) = energy m k + c * ‖q‖) : ‖q‖ ≤ 2 * ‖k‖ + 2 * m * c := by
  have e (v : V) : ‖v‖ ^ 2 = 2 * m * energy m v := by
    unfold energy
    field_simp
  have h1 : ‖k + q‖ ^ 2 = ‖k‖ ^ 2 + 2 * m * c * ‖q‖ := by
    rw [e (k + q), e k, h]
    ring
  -- Cauchy-Schwarz: the momentum transfer is largest for backscattering
  have h2 := norm_add_sq_real k q
  have h3 := (abs_le.mp (abs_real_inner_le_norm k q)).1
  have h4 : ‖q‖ * ‖q‖ ≤ (2 * ‖k‖ + 2 * m * c) * ‖q‖ := by nlinarith
  exact le_of_mul_le_mul_right h4 (norm_pos_iff.mpr hq)
```

Multiplying by $s$ gives $s\|q\|\le2\sqrt{2ms^2E}+2ms^2$ for both processes. This bound includes $q=0$, which the proof treats separately. Without energy conservation, $\|q\|$ would be unrestricted.

```lean
/-- For `m, s > 0`, a phonon absorbed or emitted by an electron of energy `E` has energy at most
`2√(2ms²E) + 2ms²`. -/
theorem phonon_energy_le {m s : ℝ} (hm : 0 < m) (hs : 0 < s) {k q : V}
    (h : Absorbs m s k q ∨ Emits m s k q) :
    s * ‖q‖ ≤ 2 * √(2 * m * s ^ 2 * energy m k) + 2 * m * s ^ 2 := by
  rw [sqrt_energy hm hs.le]
  by_cases hq : q = 0
  · rw [hq, norm_zero, mul_zero]
    positivity
  have hms : 0 < m * s := mul_pos hm hs
  have hb : ‖q‖ ≤ 2 * ‖k‖ + 2 * m * s := by
    rcases h with h | h
    · exact momentum_transfer_le hm hq h
    · have h' := momentum_transfer_le (c := -s) hm hq (by rw [h]; ring)
      linarith
  calc s * ‖q‖ ≤ s * (2 * ‖k‖ + 2 * m * s) := mul_le_mul_of_nonneg_left hb hs.le
    _ = 2 * (s * ‖k‖) + 2 * m * s ^ 2 := by ring
```

For emission, $c=-s$ gives $\|q\|\le2\|k\|-2ms$, hence the sharper energy bound. Since $\|q\|>0$, it follows that $\|k\|>ms$ and $E>ms^2/2$: the electron must be faster than sound. Allowing $q=0$ would admit an electron at rest and break this threshold.

```lean
/-- For `m, s > 0`, emission with `q ≠ 0` obeys the sharper bound `2√(2ms²E) - 2ms²` on the phonon
energy, and it requires `E > ms²/2`. -/
theorem emission_threshold {m s : ℝ} (hm : 0 < m) (hs : 0 < s) {k q : V} (hq : q ≠ 0)
    (h : Emits m s k q) :
    s * ‖q‖ ≤ 2 * √(2 * m * s ^ 2 * energy m k) - 2 * m * s ^ 2 ∧
      m * s ^ 2 / 2 < energy m k := by
  have hb := momentum_transfer_le (c := -s) hm hq (by rw [h]; ring)
  have hq0 : 0 < ‖q‖ := norm_pos_iff.mpr hq
  constructor
  · rw [sqrt_energy hm hs.le]
    have h1 := mul_le_mul_of_nonneg_left hb hs.le
    linarith
  · -- a positive momentum transfer needs an electron faster than sound
    have hk : m * s < ‖k‖ := by linarith
    have hms : 0 < m * s := mul_pos hm hs
    unfold energy
    rw [lt_div_iff₀ (by positivity)]
    nlinarith
```

## A nonzero initial wave vector for backscattering

If $k\ne0$, take $q$ antiparallel to $k$ with $\|q\|=2\|k\|+2ms$. Then $\|k+q\|=\|k\|+2ms$, and

$$\frac{(\|k\|+2ms)^2}{2m}=E+2s\|k\|+2ms^2=E+s\|q\|.$$

Absorption therefore attains the general bound. The proof computes both norms with the local lemma `n` and checks the balance by `field_simp` and `ring`.

```lean
/-- For `m, s > 0` and `k ≠ 0`, absorption with `q` antiparallel to `k` and
`‖q‖ = 2‖k‖ + 2ms` conserves energy and attains the bound on the phonon energy. -/
theorem backscattering_attains {m s : ℝ} (hm : 0 < m) (hs : 0 < s) {k q : V} (hk : k ≠ 0)
    (hq : q = (-(2 + 2 * m * s / ‖k‖)) • k) :
    Absorbs m s k q ∧
      s * ‖q‖ = 2 * √(2 * m * s ^ 2 * energy m k) + 2 * m * s ^ 2 := by
  have hk0 : 0 < ‖k‖ := norm_pos_iff.mpr hk
  have n (a : ℝ) (ha : 0 < a) :
      ‖(-(a + 2 * m * s / ‖k‖)) • k‖ = a * ‖k‖ + 2 * m * s := by
    rw [norm_smul, Real.norm_eq_abs, abs_neg, abs_of_pos (by positivity), add_mul,
      div_mul_cancel₀ _ hk0.ne']
  have hn : ‖q‖ = 2 * ‖k‖ + 2 * m * s := by rw [hq, n 2 two_pos]
  have hkq : k + q = (-(1 + 2 * m * s / ‖k‖)) • k := by
    rw [hq]
    module
  constructor
  · unfold Absorbs energy
    rw [hkq, n 1 one_pos, hn]
    field_simp
    ring
  · rw [sqrt_energy hm hs.le, hn]
    ring
```

The condition $k\neq0$ supplies a direction; at $k=0$ the formula for $q$ returns zero. In a nonzero space, an electron at rest can still absorb a phonon with $\|q\|=2ms$ in any direction, which attains the limiting value $2ms^2$.

## Positive phonon energy and temperature

For $x>0$, clearing denominators gives

$$N+\tfrac12-\tfrac1x=\frac{F(x)}{2x(e^x-1)},\qquad F=x(e^x+1)-2(e^x-1),$$

$$\frac{x}{12}-\left(N+\tfrac12-\tfrac1x\right)=\frac{G(x)}{12x(e^x-1)},\qquad G=(x^2+12)(e^x-1)-6x(e^x+1).$$

The derivatives are

$$F'=(x-1)e^x+1,\qquad F''=xe^x,$$

$$G'=(x^2-4x+6)e^x-2x-6,\quad G''=(x^2-2x+2)e^x-2,\quad G'''=x^2e^x.$$

All functions before the last derivative vanish at zero, so $F,G>0$ for $x>0$. The next lemma performs each integration of sign through strict monotonicity.

```lean
/-- A differentiable function that vanishes at zero and has positive slope for `x > 0` is
positive for `x > 0`. -/
theorem pos_of_slope_pos {f f' : ℝ → ℝ} (h0 : f 0 = 0) (hd : ∀ x, HasDerivAt f (f' x) x)
    (hp : ∀ x, 0 < x → 0 < f' x) (x : ℝ) (hx : 0 < x) : 0 < f x := by
  have hmono : StrictMonoOn f (Set.Ici 0) := by
    refine strictMonoOn_of_deriv_pos (convex_Ici 0)
      (fun y _ => (hd y).continuousAt.continuousWithinAt) (fun y hy => ?_)
    rw [interior_Ici] at hy
    rw [(hd y).deriv]
    exact hp y hy
  have h := hmono (Set.mem_Ici.mpr le_rfl) (Set.mem_Ici.mpr hx.le) hx
  rwa [h0] at h
```

In the proof, `f1` and `f0` climb from $F''$ to $F$, while `g2`, `g1` and `g0` climb from $G'''$ to $G$. For $x<0$ the error changes sign, so the lower bound fails.

```lean
/-- For `x > 0`, the equipartition value `1/x` lies below `N(x) + 1/2`, with `N` the Bose
occupation, by less than `x/12`. -/
theorem equipartition_error {x : ℝ} (hx : 0 < x) :
    0 < bose x + 1 / 2 - 1 / x ∧ bose x + 1 / 2 - 1 / x < x / 12 := by
  have hE : 0 < exp x - 1 := by linarith [Real.add_one_lt_exp hx.ne']
  have d (y : ℝ) := Real.hasDerivAt_exp y
  have i (y : ℝ) := hasDerivAt_id' y
  -- lower bound: two derivatives lead to `y * exp y`
  have f1 := pos_of_slope_pos (f := fun y => (y - 1) * exp y + 1) (f' := fun y => y * exp y)
    (by simp) (fun y => ((((i y).sub_const 1).fun_mul (d y)).add_const 1).congr_deriv (by ring))
    (fun y hy => by positivity)
  have f0 := pos_of_slope_pos (f := fun y => y * (exp y + 1) - 2 * (exp y - 1))
    (by simp) (fun y => (((i y).fun_mul ((d y).add_const 1)).fun_sub
      (((d y).sub_const 1).const_mul 2)).congr_deriv (by ring)) f1 x hx
  -- upper bound: three derivatives lead to `y * y * exp y`
  have g2 := pos_of_slope_pos (f := fun y => (y * y - 2 * y + 2) * exp y - 2)
    (f' := fun y => y * y * exp y) (by simp)
    (fun y => ((((((i y).fun_mul (i y)).fun_sub ((i y).const_mul 2)).add_const 2).fun_mul
      (d y)).sub_const 2).congr_deriv (by ring)) (fun y hy => by positivity)
  have g1 := pos_of_slope_pos (f := fun y => (y * y - 4 * y + 6) * exp y - (2 * y + 6))
    (by simp)
    (fun y => ((((((i y).fun_mul (i y)).fun_sub ((i y).const_mul 4)).add_const 6).fun_mul
      (d y)).fun_sub (((i y).const_mul 2).add_const 6)).congr_deriv (by ring)) g2
  have g0 := pos_of_slope_pos
    (f := fun y => (y * y + 12) * (exp y - 1) - 6 * (y * (exp y + 1))) (by simp)
    (fun y => (((((i y).fun_mul (i y)).add_const 12).fun_mul ((d y).sub_const 1)).fun_sub
      (((i y).fun_mul ((d y).add_const 1)).const_mul 6)).congr_deriv (by ring)) g1 x hx
  have hE' := hE.ne'
  constructor
  · have h : bose x + 1 / 2 - 1 / x =
        (x * (exp x + 1) - 2 * (exp x - 1)) / (2 * x * (exp x - 1)) := by
      unfold bose
      field_simp
      ring
    rw [h]
    exact div_pos f0 (by positivity)
  · have h : x / 12 - (bose x + 1 / 2 - 1 / x) =
        ((x * x + 12) * (exp x - 1) - 6 * (x * (exp x + 1))) / (12 * x * (exp x - 1)) := by
      unfold bose
      field_simp
      ring
    rw [← sub_pos, h]
    exact div_pos g0 (by positivity)
```

With $s,T>0$ and $q\ne0$, setting $x=s\|q\|/T$ meets this condition. The kinematic bound then gives

$$\frac{x}{12}\le\frac{2\sqrt{2ms^2E}+2ms^2}{12T}=\frac{\sqrt{2ms^2E}+ms^2}{6T}.$$

The proof inserts `phonon_energy_le` with `gcongr`; strictness comes from the Bose inequality.

```lean
/-- For `m, s, T > 0` and a phonon with `q ≠ 0` absorbed or emitted by an electron of energy `E`,
replacing `N + 1/2` by `T/(s‖q‖)` gives too small a value, by less than
`(√(2ms²E) + ms²)/(6T)` (`k_B = 1`). -/
theorem scattering_equipartition_error {m s T : ℝ} (hm : 0 < m) (hs : 0 < s) (hT : 0 < T)
    {k q : V} (hq : q ≠ 0) (h : Absorbs m s k q ∨ Emits m s k q) :
    0 < bose (s * ‖q‖ / T) + 1 / 2 - T / (s * ‖q‖) ∧
      bose (s * ‖q‖ / T) + 1 / 2 - T / (s * ‖q‖) <
        (√(2 * m * s ^ 2 * energy m k) + m * s ^ 2) / (6 * T) := by
  have hq0 : 0 < ‖q‖ := norm_pos_iff.mpr hq
  have hx : 0 < s * ‖q‖ / T := by positivity
  have he := equipartition_error hx
  rw [one_div_div] at he
  refine ⟨he.1, he.2.trans_le ?_⟩
  -- insert the largest phonon energy allowed by the kinematics
  calc s * ‖q‖ / T / 12
      ≤ (2 * √(2 * m * s ^ 2 * energy m k) + 2 * m * s ^ 2) / T / 12 := by
        have hb := phonon_energy_le hm hs h
        gcongr
    _ = (√(2 * m * s ^ 2 * energy m k) + m * s ^ 2) / (6 * T) := by ring

end

end AcousticPhononScattering
```

```lean
#print axioms AcousticPhononScattering.emission_threshold
#print axioms AcousticPhononScattering.backscattering_attains
#print axioms AcousticPhononScattering.scattering_equipartition_error
```

```
'AcousticPhononScattering.emission_threshold' depends on axioms: [propext, Classical.choice, Quot.sound]
'AcousticPhononScattering.backscattering_attains' depends on axioms: [propext, Classical.choice, Quot.sound]
'AcousticPhononScattering.scattering_equipartition_error' depends on axioms: [propext, Classical.choice, Quot.sound]
```
